# A Combes–Thomas bound for finite matrices: resolvent entries under a small change by dilation

An electron in an insulator is probed at an energy z inside the gap. No state is available at that energy, so the amplitude to propagate from one site to a distant one should be small. An upper bound on it can be obtained by reweighting the sites with exponential factors. The bound depends on these factors and on how far z lies from the spectrum, and it requires that the reweighting change the Hamiltonian only a little compared with that distance.

Let H be the matrix of a one-particle Hamiltonian in an orthonormal basis of finitely many sites or orbitals, and let

R = (H − z)⁻¹

be its resolvent. The Green's function is often defined with the opposite sign, as (z − H)⁻¹, which leaves every modulus below unchanged. Give each site i a real number x_i, and let D be the diagonal matrix with these entries. If ‖R‖ ≤ 1/g with g > 0, and ‖exp(D) H exp(−D) − H‖ ≤ g/2, then for all sites i and j

|R_ij| ≤ (2/g) exp(x_j − x_i).

For Hermitian H, ‖R‖ is the inverse distance from z to the spectrum, so the first condition says that this distance is at least g. The letter g is therefore not the full band gap: with z at midgap, g can be at most half of it. Hermiticity is not assumed, and for a general matrix the bound on ‖R‖ can demand more than distance from the eigenvalues.

The index type `n` is the finite set of sites, and ‖·‖ on matrices is the operator norm for the usual Euclidean length of vectors, that is, the largest singular value.

```lean
import Mathlib

open Matrix
open scoped Matrix.Norms.L2Operator

namespace CombesThomasDilation

noncomputable section

variable {n : Type*} [Fintype n] [DecidableEq n]
```

## Reweighting the sites

The weights form the diagonal matrix

exp(D)_ii = exp(x_i), exp(D)_ij = 0 for i ≠ j.

```lean
/-- The matrix `exp(D)` for the real diagonal matrix `D` with entries `x i`. -/
def weight (x : n → ℝ) : Matrix n n ℂ :=
  Matrix.diagonal fun i => (Real.exp (x i) : ℂ)
```

A matrix A is then transformed by

A ↦ exp(D) A exp(−D).

This is called a dilation here. It does not rescale coordinates, as the word often implies in physics; it is a similarity transformation, like a gauge transformation with an imaginary phase. The x_i are dimensionless exponents and need not be positions.

```lean
/-- The dilated operator `exp(D) A exp(-D)`, where `D` is diagonal with entries `x i`. -/
def dilate (x : n → ℝ) (A : Matrix n n ℂ) : Matrix n n ℂ :=
  weight x * A * weight (-x)
```

The two outer factors are inverse to each other, because on each site

exp(x_i) exp(−x_i) = 1.

```lean
/-- The matrices `exp(D)` and `exp(-D)` are inverse to each other. -/
theorem weight_mul_neg (x : n → ℝ) : weight x * weight (-x) = 1 := by
  have h : ∀ i, (Real.exp (x i) : ℂ) * (Real.exp ((-x) i) : ℂ) = 1 := by
    intro i
    rw [← Complex.ofReal_mul, ← Real.exp_add]
    simp
  unfold weight
  rw [Matrix.diagonal_mul_diagonal]
  exact (congrArg Matrix.diagonal (funext h)).trans Matrix.diagonal_one
```

The Lean proof checks this scalar identity as `h` and then multiplies the diagonal matrices entry by entry.

On a single matrix element, the left factor contributes exp(x_i) and the right factor exp(−x_j):

(exp(D) A exp(−D))_ij = exp(x_i − x_j) A_ij.

```lean
/-- Dilation multiplies the matrix element between sites `i` and `j` by `exp(x i - x j)`. -/
theorem dilate_apply (x : n → ℝ) (A : Matrix n n ℂ) (i j : n) :
    dilate x A i j = (Real.exp (x i - x j) : ℂ) * A i j := by
  simp only [dilate, weight, Matrix.mul_diagonal, Matrix.diagonal_mul, Pi.neg_apply]
  rw [sub_eq_add_neg, Real.exp_add, Complex.ofReal_mul]
  ring
```

## The resolvent of the dilated Hamiltonian

Write K = exp(D) H exp(−D), S = exp(D) R exp(−D) and V = K − H. Here V is the change of H under dilation, not a potential. Since exp(D) z exp(−D) = z, the inner weights cancel in the product

(K − z) S = exp(D) (H − z) exp(−D) exp(D) R exp(−D) = exp(D) (H − z) R exp(−D) = 1.

So S is the resolvent of K. Now write V = (K − z) − (H − z) and place it between R and S:

R V S = R (K − z) S − R (H − z) S = R − S.

Rearranged, this is

S = R − R V S.

```lean
/-- If `R` is the resolvent of `H` at `z`, the dilated resolvent `S` obeys `S = R - R V S`,
where `V` is the change of `H` under dilation. -/
theorem dilated_resolvent_identity (x : n → ℝ) {H R : Matrix n n ℂ} {z : ℂ}
    (hR : (H - z • (1 : Matrix n n ℂ)) * R = 1) :
    dilate x R = R - R * (dilate x H - H) * dilate x R := by
  have h1 : R * (H - z • (1 : Matrix n n ℂ)) = 1 := mul_eq_one_comm.mp hR
  have hw := weight_mul_neg x
  have hw' : weight (-x) * weight x = 1 := mul_eq_one_comm.mp hw
  have hd : dilate x H - z • (1 : Matrix n n ℂ)
      = weight x * (H - z • (1 : Matrix n n ℂ)) * weight (-x) := by
    rw [mul_sub, sub_mul, Matrix.mul_smul, Matrix.smul_mul, mul_one, hw, dilate]
  -- the dilated resolvent inverts the dilated `H - z`
  have h2 : (dilate x H - z • (1 : Matrix n n ℂ)) * dilate x R = 1 := by
    rw [hd, dilate]
    calc weight x * (H - z • (1 : Matrix n n ℂ)) * weight (-x) * (weight x * R * weight (-x))
        = weight x * (H - z • (1 : Matrix n n ℂ)) * (weight (-x) * weight x)
            * R * weight (-x) := by simp only [mul_assoc]
      _ = weight x * ((H - z • (1 : Matrix n n ℂ)) * R) * weight (-x) := by
          rw [hw', mul_one, mul_assoc (weight x)]
      _ = 1 := by rw [hR, mul_one, hw]
  have hV : dilate x H - H
      = (dilate x H - z • (1 : Matrix n n ℂ)) - (H - z • (1 : Matrix n n ℂ)) := by abel
  rw [hV, mul_sub, sub_mul, mul_assoc R (dilate x H - z • (1 : Matrix n n ℂ)), h2, h1,
    mul_one, one_mul]
  abel
```

The hypothesis `hR` states only (H − z)R = 1. For square matrices a right inverse is also a left inverse, which gives `h1`. The cancellation of the weights is `h2`, and `hV` is the splitting of V. The last rewrite inserts all three into R V S.

## Absorbing the unknown norm

Suppose ‖V‖ ≤ b with b < g. Since b bounds a norm, b ≥ 0, and hence g > 0. The triangle inequality and the product inequality for norms give

‖S‖ ≤ ‖R‖ + ‖R‖ b ‖S‖ ≤ (1/g)(1 + b ‖S‖).

The unknown ‖S‖ stands on both sides. Multiplying by g and collecting terms,

(g − b) ‖S‖ ≤ 1,

and division by the positive number g − b yields

‖S‖ ≤ 1/(g − b).

```lean
/-- If the resolvent has norm at most `1/g` and dilation changes `H` by at most `b < g` in
operator norm, the dilated resolvent has norm at most `1/(g - b)`. -/
theorem norm_dilated_resolvent_le (x : n → ℝ) {H R : Matrix n n ℂ} {z : ℂ} {g b : ℝ}
    (hR : (H - z • (1 : Matrix n n ℂ)) * R = 1) (hg : ‖R‖ ≤ 1 / g)
    (hb : ‖dilate x H - H‖ ≤ b) (hbg : b < g) :
    ‖dilate x R‖ ≤ 1 / (g - b) := by
  have hb0 : 0 ≤ b := (norm_nonneg _).trans hb
  have hg0 : 0 < g := lt_of_le_of_lt hb0 hbg
  have hs : 0 ≤ ‖dilate x R‖ := norm_nonneg _
  have hprod : ‖R * (dilate x H - H) * dilate x R‖ ≤ ‖R‖ * b * ‖dilate x R‖ :=
    (norm_mul_le _ _).trans (mul_le_mul_of_nonneg_right
      ((norm_mul_le _ _).trans (mul_le_mul_of_nonneg_left hb (norm_nonneg _))) hs)
  have h0 : ‖dilate x R‖ ≤ ‖R‖ + ‖R * (dilate x H - H) * dilate x R‖ :=
    (congrArg norm (dilated_resolvent_identity x hR)).le.trans (norm_sub_le _ _)
  have h1 : ‖dilate x R‖ ≤ 1 / g * (1 + b * ‖dilate x R‖) := by
    have h := mul_le_mul_of_nonneg_right hg
      (show 0 ≤ 1 + b * ‖dilate x R‖ by positivity)
    linarith
  -- the norm of the dilated resolvent is absorbed on the left
  have h2 : g * ‖dilate x R‖ ≤ 1 + b * ‖dilate x R‖ := by
    calc g * ‖dilate x R‖ ≤ g * (1 / g * (1 + b * ‖dilate x R‖)) :=
          mul_le_mul_of_nonneg_left h1 hg0.le
      _ = 1 + b * ‖dilate x R‖ := by field_simp
  rw [le_div_iff₀ (sub_pos.mpr hbg)]
  linarith
```

In the code, `hprod` bounds the norm of the product R V S, `h0` is the triangle inequality, `h1` inserts the bound on ‖R‖, and `h2` is the inequality after multiplication by g. The final `linarith` collects the terms in ‖S‖.

## From the norm to a matrix element

Let e_j be the unit vector on site j. Then A_ij is the i-th component of A e_j, and no component exceeds the length of the vector:

|A_ij| = |(A e_j)_i| ≤ ‖A e_j‖ ≤ ‖A‖ ‖e_j‖ = ‖A‖.

```lean
/-- Every matrix element is bounded in modulus by the operator norm. -/
theorem norm_entry_le (A : Matrix n n ℂ) (i j : n) : ‖A i j‖ ≤ ‖A‖ := by
  have h1 := Matrix.l2_opNorm_mulVec A (EuclideanSpace.single j (1 : ℂ))
  have hs : ‖EuclideanSpace.single j (1 : ℂ)‖ = 1 :=
    (PiLp.norm_single 2 (fun _ : n => ℂ) j (1 : ℂ)).trans norm_one
  rw [hs, mul_one] at h1
  have h2 := (PiLp.norm_apply_le _ i).trans h1
  simpa using h2
```

The vector e_j appears as `EuclideanSpace.single j 1`, and `hs` records that its length is 1.

Applied to S, this says

exp(x_i − x_j) |R_ij| = |S_ij| ≤ ‖S‖ ≤ 1/(g − b).

Multiplying by exp(x_j − x_i) undoes the dilation:

|R_ij| ≤ exp(x_j − x_i)/(g − b).

```lean
/-- If the resolvent has norm at most `1/g` and dilation changes `H` by at most `b < g` in
operator norm, then `|R i j| ≤ exp(x j - x i) / (g - b)`. -/
theorem resolvent_entry_le (x : n → ℝ) {H R : Matrix n n ℂ} {z : ℂ} {g b : ℝ}
    (hR : (H - z • (1 : Matrix n n ℂ)) * R = 1) (hg : ‖R‖ ≤ 1 / g)
    (hb : ‖dilate x H - H‖ ≤ b) (hbg : b < g) (i j : n) :
    ‖R i j‖ ≤ Real.exp (x j - x i) / (g - b) := by
  have h := (norm_entry_le (dilate x R) i j).trans (norm_dilated_resolvent_le x hR hg hb hbg)
  rw [dilate_apply, norm_mul, Complex.norm_real, Real.norm_eq_abs, Real.abs_exp] at h
  have he : Real.exp (x j - x i) * Real.exp (x i - x j) = 1 := by
    rw [← Real.exp_add]
    simp
  calc ‖R i j‖ = Real.exp (x j - x i) * (Real.exp (x i - x j) * ‖R i j‖) := by
        rw [← mul_assoc, he, one_mul]
    _ ≤ Real.exp (x j - x i) * (1 / (g - b)) :=
        mul_le_mul_of_nonneg_left h (Real.exp_pos _).le
    _ = Real.exp (x j - x i) / (g - b) := by ring
```

With b = g/2 the denominator is g/2, and the bound becomes

|R_ij| ≤ (2/g) exp(x_j − x_i).

```lean
/-- Combes-Thomas bound: if the resolvent has norm at most `1/g` with `g > 0`, and dilation
changes `H` by at most `g/2` in operator norm, then `|R i j| ≤ (2/g) exp(x j - x i)`. -/
theorem combes_thomas (x : n → ℝ) {H R : Matrix n n ℂ} {z : ℂ} {g : ℝ} (hg0 : 0 < g)
    (hR : (H - z • (1 : Matrix n n ℂ)) * R = 1) (hg : ‖R‖ ≤ 1 / g)
    (hb : ‖dilate x H - H‖ ≤ g / 2) (i j : n) :
    ‖R i j‖ ≤ 2 / g * Real.exp (x j - x i) := by
  have h := resolvent_entry_le x hR hg hb (half_lt_self hg0) i j
  have e : Real.exp (x j - x i) / (g - g / 2) = 2 / g * Real.exp (x j - x i) := by
    rw [sub_half]
    field_simp
  exact h.trans e.le
```

In words, `combes_thomas` takes any finite set of sites, any real exponents `x`, any complex matrix `H`, a complex energy `z` and a positive number `g`. The hypothesis `hR` makes `R` the resolvent at `z`, `hg` stands for the distance of the energy from the spectrum in the sense described above, and `hb` says that reweighting is a perturbation of at most half that size. The conclusion holds for every pair of sites, with the modulus of the complex entry written as `‖R i j‖`.

On a single site, dilation does nothing, so b = 0 is allowed. If H is the number h, then R = 1/(h − z), and `resolvent_entry_le` gives |R| ≤ 1/g, with equality when g = |h − z|. The version with b = g/2 is then too large by a factor of two. The same choice b = 0 is available on any number of sites when all x_i are equal; the bound then carries no decay at all.

## From exponents to distance

A Combes–Thomas estimate is usually quoted as exponential decay in the distance between sites, derived from a gap and short-range hopping. In the theorem above, the smallness of the dilation's effect is assumed, so one step remains for a given material: choosing exponents that grow with distance and verifying `hb` for them.

For a finite open chain with nearest-neighbour hopping t ≠ 0 and arbitrary on-site energies, this step is short; it is a calculation in prose and has no Lean proof here. Take x_i = μ i with μ > 0. The on-site terms are unchanged, hopping in one direction changes by t(exp(μ) − 1) and in the other by t(exp(−μ) − 1), so

‖V‖ ≤ |t|(exp(μ) − 1) + |t|(1 − exp(−μ)) = 2|t| sinh μ.

The choice sinh μ = g/(4|t|) makes the right-hand side equal to g/2. Reversing the sign of all exponents leaves this bound on ‖V‖ unchanged. For a pair of sites with i ≥ j, take x_k = μ k on every site k; for a pair with i < j, take x_k = −μ k on every site k. In both cases the theorem gives

|R_ij| ≤ (2/g) exp(−μ|i − j|),

with a rate μ fixed by g and |t|. If the same g serves for chains of every length, the rate does not depend on the length.

For a finite, non-interacting insulator, the zero-temperature density matrix is a contour integral of the resolvent around the occupied levels. Bounds of this kind, uniform along the contour, therefore bound its off-diagonal elements, which bears on truncating them in electronic-structure calculations.

## Two sites with too strong a reweighting

Some limit on the change under dilation is needed. Take two sites, numbered 0 and 1, with z = 0 and

H = [[0, 1], [1, 0]].

Then R = H and ‖R‖ = 1, so g = 1 is allowed. Choose x_0 = 0 and x_1 = L > log 2. The claimed bound would read

|R_10| ≤ 2 exp(−L) < 1,

but |R_10| = 1. Here ‖V‖ = exp(L) − 1, which exceeds g = 1 and comes as close to it as desired when L approaches log 2. The example thus rules out the bound with prefactor 2/g under a weaker hypothesis ‖V‖ ≤ c g for any fixed c > 1.

## A ring on which the bound is attained

The prefactor 2/g is the best possible for general complex matrices. This is seen on three sites 0, 1, 2 with hopping in one direction only, 0 → 1 → 2 → 0:

H_10 = H_21 = H_02 = 1, all other entries zero.

```lean
/-- One-way hopping on a ring of three sites. -/
def ringHop : Matrix (Fin 3) (Fin 3) ℂ := !![0, 0, 1; 1, 0, 0; 0, 1, 0]
```

The weights exp(x_i) are 1, 3/2 and 2, so the exponents are

x = (0, log(3/2), log 2).

Despite its name, `ringPos` holds these exponents and not positions on the ring.

```lean
/-- The exponents `0, log(3/2), log 2` on the three sites of the ring. -/
def ringPos : Fin 3 → ℝ := ![0, Real.log (3 / 2), Real.log 2]
```

The hopping matrix is a permutation matrix and hence unitary. At z = 0 its resolvent is R = H†, and ‖R‖ = 1, so g = 1. Under dilation the three non-zero entries are multiplied by

exp(x_0 − x_2) = 1/2, exp(x_1 − x_0) = 3/2, exp(x_2 − x_1) = 4/3.

The change is therefore

V = diag(−1/2, 1/2, 1/3) H, ‖V‖ ≤ 1/2 = g/2.

All the hypotheses are satisfied. The entry from site 0 to site 2 is R_20 = 1, the complex conjugate of H_02, and the bound for it is

(2/g) exp(x_0 − x_2) = 2 · (1/2) = 1.

```lean
/-- For one-way hopping on the three-site ring, with `z = 0` and `g = 1`, the hypotheses of the
Combes-Thomas bound hold and the matrix element from site 0 to site 2 attains the bound. -/
theorem combes_thomas_sharp_witness :
    (ringHop - (0 : ℂ) • (1 : Matrix (Fin 3) (Fin 3) ℂ)) * ringHopᴴ = 1 ∧
    ‖ringHopᴴ‖ ≤ 1 / 1 ∧ ‖dilate ringPos ringHop - ringHop‖ ≤ 1 / 2 ∧
    ‖ringHopᴴ 2 0‖ = 2 / 1 * Real.exp (ringPos 0 - ringPos 2) := by
  have hU : ringHop * ringHopᴴ = 1 := by
    ext i j
    fin_cases i <;> fin_cases j <;>
      simp [ringHop, Matrix.mul_apply, Fin.sum_univ_succ]
  have hN : ‖ringHop‖ ≤ 1 := by
    have h := Matrix.l2_opNorm_conjTranspose_mul_self ringHop
    rw [mul_eq_one_comm.mp hU, CStarRing.norm_one] at h
    nlinarith [norm_nonneg ringHop]
  have he : ∀ i, Real.exp (ringPos i) = (![1, 3 / 2, 2] : Fin 3 → ℝ) i := by
    intro i
    fin_cases i
    · simp [ringPos]
    · exact Real.exp_log (by norm_num)
    · exact Real.exp_log (by norm_num)
  -- the change under dilation is a small diagonal matrix times the unitary hopping
  have hV : dilate ringPos ringHop - ringHop
      = Matrix.diagonal (![-1 / 2, 1 / 2, 1 / 3] : Fin 3 → ℂ) * ringHop := by
    ext i j
    rw [Matrix.sub_apply, dilate_apply, Matrix.diagonal_mul, Real.exp_sub, he, he]
    fin_cases i <;> fin_cases j <;> norm_num [ringHop]
  have hD : ‖Matrix.diagonal (![-1 / 2, 1 / 2, 1 / 3] : Fin 3 → ℂ)‖ ≤ 1 / 2 := by
    rw [Matrix.l2_opNorm_diagonal, pi_norm_le_iff_of_nonneg (by norm_num)]
    intro i
    fin_cases i <;> norm_num
  refine ⟨by rw [zero_smul, sub_zero, hU], ?_, ?_, ?_⟩
  · rw [Matrix.l2_opNorm_conjTranspose, div_one]
    exact hN
  · rw [hV]
    refine (norm_mul_le _ _).trans ?_
    nlinarith [norm_nonneg ringHop]
  · have h02 : ringHop 0 2 = 1 := rfl
    have e0 : Real.exp (ringPos 0) = 1 := he 0
    have e2 : Real.exp (ringPos 2) = 2 := he 2
    rw [Real.exp_sub, e0, e2, Matrix.conjTranspose_apply, h02, star_one, norm_one]
    norm_num

end

end CombesThomasDilation
```

The four parts of the statement are the resolvent equation, the two norm conditions and the equality, all at `g = 1`; `ringHopᴴ` is the conjugate transpose. The proof checks unitarity entry by entry in `hU` and obtains ‖H‖ ≤ 1 from ‖H†H‖ = ‖H‖² in `hN`. It factors the change under dilation in `hV`, and `hD` bounds the norm of the diagonal factor by its largest entry in modulus.

Because this ring is not Hermitian, it leaves open whether a smaller prefactor would suffice for Hermitian Hamiltonians.

```lean
#print axioms CombesThomasDilation.combes_thomas
```

```
'CombesThomasDilation.combes_thomas' depends on axioms: [propext, Classical.choice, Quot.sound]
```
